# For a basis-set error A/Xⁿ, the cost Xᵐ of reaching accuracy ε grows as ε^(−m/n)

Before I start a series of correlated calculations on a molecule, I choose the cardinal number $X$ of the basis set (2 for double-zeta, 3 for triple-zeta, and so on). I take the smallest one whose estimated error is within my target $\varepsilon$, then work out what the run will cost. With an error falling as $X^{-3}$ and a cost growing as $X^{12}$, I am told to expect a cost growing as $\varepsilon^{-4}$.

What bothers me is that $X$ is an integer. If the target calls for $X = 4.01$, I have to run $X = 5$, and the twelfth power turns that rounding into a factor of about 14. Does the $\varepsilon^{-4}$ law survive such jumps? And does the same reasoning apply to explicitly correlated methods, where the error is taken to fall as $X^{-7}$?

## Rounding changes the cardinal number by less than one

The law survives as a limit for small $\varepsilon$, and it holds for both exponents. At the cardinal numbers in everyday use, the jumps are as large as you fear.

Write the error as $A/X^n$ with $A > 0$ and $n > 0$. The constant $A$ has the units of energy and measures how hard the chosen system and method are to converge; $n$ is the rate of convergence. Let $X(\varepsilon)$ be the least positive integer that meets the target. Since $X$ and $\varepsilon$ are positive and the $n$-th power is increasing,

$$\frac{A}{X^n} \le \varepsilon \iff \frac{A}{\varepsilon} \le X^n \iff x \le X, \qquad x = \left(\frac{A}{\varepsilon}\right)^{1/n}.$$

The least such integer is $x$ rounded up, which is positive because $x > 0$. So $X(\varepsilon) = \lceil x \rceil$, and

$$x \le X(\varepsilon) < x + 1.$$

Multiply by $\varepsilon^{1/n}$ and use $\varepsilon^{1/n} x = A^{1/n}$:

$$A^{1/n} \le \varepsilon^{1/n} X(\varepsilon) < A^{1/n} + \varepsilon^{1/n}.$$

As $\varepsilon \to 0$ from above, the term $\varepsilon^{1/n}$ vanishes, so the middle quantity is squeezed to $A^{1/n}$. Taking the $m$-th power, which is continuous, gives

$$\varepsilon^{m/n} X(\varepsilon)^m \to A^{m/n}.$$

For a fixed molecule the number of basis functions grows roughly as $X^3$, so a method whose cost goes as the fourth power of that number has $m = 12$. Then

$$n = 3:\ \varepsilon^{4} X(\varepsilon)^{12} \to A^{4}, \qquad n = 7:\ \varepsilon^{12/7} X(\varepsilon)^{12} \to A^{12/7}.$$

The constant $A$ disappears if you ask only how much more a tighter target costs. Replace $\varepsilon$ by $\varepsilon/k$ with $k > 0$ and write

$$\frac{X(\varepsilon/k)^m}{X(\varepsilon)^m} = k^{m/n}\, \frac{(\varepsilon/k)^{m/n} X(\varepsilon/k)^m}{\varepsilon^{m/n} X(\varepsilon)^m}.$$

The numerator and denominator of the last fraction both tend to $A^{m/n}$, which is not zero, so the ratio of costs tends to $k^{m/n}$. For one more decimal digit, $k = 10$, with $m = 12$, the limiting factor is $10^4$ when $n = 3$ and about 52 when $n = 7$.

As for your factor of 14, rounding up multiplies the cost by at most $(1 + 1/x)^m$. With $m = 12$ this bound is about 14.6 at $x = 4$ and about 1.13 at $x = 100$. The exponent therefore describes the trend over many steps in $X$, and for a single step from quadruple- to quintuple-zeta you should compare $4^{12}$ with $5^{12}$ directly.

## The cost law as stated in Lean

`basisError A n X` is the error $A/X^n$, with `X` a natural number and `n` a real one, so non-integer convergence rates are included. `leastCardinal A n ε` is $X(\varepsilon)$, defined as the infimum of the set of positive integers that meet the target. For positive `A`, `n` and `ε` that set is nonempty, and the infimum is a true minimum.

The main theorem, `tendsto_scaled_cost`, takes `0 < A` and `0 < n` and any natural number `m`. It says that `ε ^ ((m : ℝ) / n) * (leastCardinal A n ε : ℝ) ^ m` tends to `A ^ ((m : ℝ) / n)`. The filter `𝓝[>] 0` means that `ε` approaches zero through positive values. The case `m = 0` is allowed and says only that 1 tends to 1.

`twelfth_power_cost` gives the two limits for cost $X^{12}$. It uses one letter `A` for both, but each limit holds for every positive `A`, so two methods with different constants are each described by their own. `tendsto_cost_ratio` is the statement about tightening the target by a factor `k`.

The cost is taken to be $X^m$ itself; a constant prefactor in the computing time would multiply the limit in the main theorem and cancel in the ratio. In this model the cardinal numbers start at 1 and have no upper end, whereas published basis-set families stop after a few members.

The step from here to a real calculation is the assumption that its error and cost follow these two power laws, with fixed $A$, $n$ and $m$, over the range of $X$ you use. Within that assumption, $(A/\varepsilon)^{m/n}$ gives the trend of the cost as the basis-set error is pushed down, and the factor $(1 + 1/x)^m$ bounds how far rounding can lift a single calculation above that trend.

```lean
import Mathlib

open Filter Topology

namespace BasisSetCost

/-- Basis-set error `A / X ^ n` at cardinal number `X`, for positive `X`. -/
noncomputable def basisError (A n : ℝ) (X : ℕ) : ℝ := A / (X : ℝ) ^ n

/-- The least positive cardinal number whose basis-set error is at most `ε`,
for `A`, `n` and `ε` positive. -/
noncomputable def leastCardinal (A n ε : ℝ) : ℕ :=
  sInf {X : ℕ | 0 < X ∧ basisError A n X ≤ ε}

/-- For positive `A`, `n`, `ε` and `X`, the error is at most `ε` exactly when the cardinal
number `X` is at least `(A / ε) ^ (1 / n)`. -/
theorem basisError_le_iff {A n ε : ℝ} (hA : 0 < A) (hn : 0 < n) (hε : 0 < ε)
    {X : ℕ} (hX : 0 < X) :
    basisError A n X ≤ ε ↔ (A / ε) ^ (1 / n) ≤ (X : ℝ) := by
  have hX' : (0 : ℝ) < X := by exact_mod_cast hX
  have hq : 0 < A / ε := div_pos hA hε
  have hroot : ((A / ε) ^ (1 / n)) ^ n = A / ε := by
    rw [← Real.rpow_mul hq.le, one_div_mul_cancel hn.ne', Real.rpow_one]
  have h1 : basisError A n X ≤ ε ↔ A / ε ≤ (X : ℝ) ^ n := by
    unfold basisError
    rw [div_le_iff₀ (Real.rpow_pos_of_pos hX' n), div_le_iff₀ hε, mul_comm]
  -- the n-th power is increasing on nonnegative numbers
  have h2 := Real.rpow_le_rpow_iff (x := (A / ε) ^ (1 / n)) (y := (X : ℝ)) (z := n)
    (Real.rpow_nonneg hq.le _) hX'.le hn
  rw [hroot] at h2
  exact h1.trans h2

/-- For positive `A`, `n` and `ε`, the least sufficient cardinal number is
`(A / ε) ^ (1 / n)` rounded up to an integer. -/
theorem leastCardinal_eq_ceil {A n ε : ℝ} (hA : 0 < A) (hn : 0 < n) (hε : 0 < ε) :
    leastCardinal A n ε = ⌈(A / ε) ^ (1 / n)⌉₊ := by
  have hpos : 0 < ⌈(A / ε) ^ (1 / n)⌉₊ :=
    Nat.ceil_pos.2 (Real.rpow_pos_of_pos (div_pos hA hε) _)
  have hceil : ⌈(A / ε) ^ (1 / n)⌉₊ ∈ {X : ℕ | 0 < X ∧ basisError A n X ≤ ε} :=
    ⟨hpos, (basisError_le_iff hA hn hε hpos).2 (Nat.le_ceil _)⟩
  apply le_antisymm
  · exact Nat.sInf_le hceil
  · -- the minimum is attained, so it obeys the lower bound
    have hmem : leastCardinal A n ε ∈ {X : ℕ | 0 < X ∧ basisError A n X ≤ ε} :=
      Nat.sInf_mem ⟨_, hceil⟩
    exact Nat.ceil_le.2 ((basisError_le_iff hA hn hε hmem.1).1 hmem.2)

/-- For positive `A`, `n` and `ε`, the scaled cardinal number `ε ^ (1 / n) * X(ε)` is at
least `A ^ (1 / n)` and exceeds it by less than `ε ^ (1 / n)`. -/
theorem scaled_cardinal_bounds {A n ε : ℝ} (hA : 0 < A) (hn : 0 < n) (hε : 0 < ε) :
    A ^ (1 / n) ≤ ε ^ (1 / n) * (leastCardinal A n ε : ℝ) ∧
      ε ^ (1 / n) * (leastCardinal A n ε : ℝ) < A ^ (1 / n) + ε ^ (1 / n) := by
  have hq : 0 < A / ε := div_pos hA hε
  have hc : ε * (A / ε) = A := by field_simp
  have hs : ε ^ (1 / n) * (A / ε) ^ (1 / n) = A ^ (1 / n) := by
    rw [← Real.mul_rpow hε.le hq.le, hc]
  have he : 0 < ε ^ (1 / n) := Real.rpow_pos_of_pos hε _
  have h1 := Nat.le_ceil ((A / ε) ^ (1 / n))
  have h2 := Nat.ceil_lt_add_one (Real.rpow_nonneg hq.le (1 / n))
  rw [leastCardinal_eq_ceil hA hn hε]
  constructor
  · rw [← hs]
    exact mul_le_mul_of_nonneg_left h1 he.le
  · have h3 := mul_lt_mul_of_pos_left h2 he
    rwa [mul_add, hs, mul_one] at h3

/-- For positive `A` and `n`, the cost `X(ε) ^ m` of reaching accuracy `ε` satisfies
`ε ^ (m / n) * X(ε) ^ m → A ^ (m / n)` as `ε` tends to zero from above. -/
theorem tendsto_scaled_cost {A n : ℝ} (hA : 0 < A) (hn : 0 < n) (m : ℕ) :
    Tendsto (fun ε : ℝ => ε ^ ((m : ℝ) / n) * (leastCardinal A n ε : ℝ) ^ m)
      (𝓝[>] 0) (𝓝 (A ^ ((m : ℝ) / n))) := by
  have hp : 0 < 1 / n := one_div_pos.2 hn
  have h0 : Tendsto (fun ε : ℝ => ε ^ (1 / n)) (𝓝 0) (𝓝 ((0 : ℝ) ^ (1 / n))) :=
    (Real.continuous_rpow_const hp.le).tendsto 0
  rw [Real.zero_rpow hp.ne'] at h0
  have hup : Tendsto (fun ε : ℝ => A ^ (1 / n) + ε ^ (1 / n)) (𝓝[>] 0)
      (𝓝 (A ^ (1 / n) + 0)) :=
    tendsto_const_nhds.add (h0.mono_left nhdsWithin_le_nhds)
  rw [add_zero] at hup
  -- the rounding error disappears in the scaled cardinal number
  have h1 : Tendsto (fun ε : ℝ => ε ^ (1 / n) * (leastCardinal A n ε : ℝ)) (𝓝[>] 0)
      (𝓝 (A ^ (1 / n))) := by
    refine tendsto_of_tendsto_of_tendsto_of_le_of_le' tendsto_const_nhds hup ?_ ?_
    · filter_upwards [self_mem_nhdsWithin] with ε hε
      exact (scaled_cardinal_bounds hA hn hε).1
    · filter_upwards [self_mem_nhdsWithin] with ε hε
      exact (scaled_cardinal_bounds hA hn hε).2.le
  have hroot : ∀ x : ℝ, 0 ≤ x → (x ^ (1 / n)) ^ m = x ^ ((m : ℝ) / n) := by
    intro x hx
    rw [← Real.rpow_natCast, ← Real.rpow_mul hx]
    congr 1
    ring
  -- raise the limit to the power of the cost law
  have h2 := h1.pow m
  rw [hroot A hA.le] at h2
  refine h2.congr' ?_
  filter_upwards [self_mem_nhdsWithin] with ε hε
  rw [mul_pow, hroot ε (le_of_lt (Set.mem_Ioi.1 hε))]

/-- For cost `X ^ 12` and `A > 0`, the cost times `ε ^ 4` tends to `A ^ 4` if the error falls
as `X ^ (-3)`, and the cost times `ε ^ (12 / 7)` tends to `A ^ (12 / 7)` if it falls as
`X ^ (-7)`, as `ε` tends to zero from above. -/
theorem twelfth_power_cost {A : ℝ} (hA : 0 < A) :
    Tendsto (fun ε : ℝ => ε ^ 4 * (leastCardinal A 3 ε : ℝ) ^ 12) (𝓝[>] 0) (𝓝 (A ^ 4)) ∧
      Tendsto (fun ε : ℝ => ε ^ (12 / 7 : ℝ) * (leastCardinal A 7 ε : ℝ) ^ 12)
        (𝓝[>] 0) (𝓝 (A ^ (12 / 7 : ℝ))) := by
  constructor
  · have h := tendsto_scaled_cost hA (n := 3) (by norm_num) 12
    have e : ((12 : ℕ) : ℝ) / 3 = ((4 : ℕ) : ℝ) := by norm_num
    simp only [e, Real.rpow_natCast] at h
    exact h
  · have h := tendsto_scaled_cost hA (n := 7) (by norm_num) 12
    have e : ((12 : ℕ) : ℝ) / 7 = 12 / 7 := by norm_num
    simp only [e] at h
    exact h

/-- For positive `A`, `n` and `k`, replacing the target `ε` by `ε / k` multiplies the cost
`X ^ m` by a factor that tends to `k ^ (m / n)` as `ε` tends to zero from above. -/
theorem tendsto_cost_ratio {A n k : ℝ} (hA : 0 < A) (hn : 0 < n) (hk : 0 < k) (m : ℕ) :
    Tendsto (fun ε : ℝ => (leastCardinal A n (ε / k) : ℝ) ^ m / (leastCardinal A n ε : ℝ) ^ m)
      (𝓝[>] 0) (𝓝 (k ^ ((m : ℝ) / n))) := by
  have hf := tendsto_scaled_cost hA hn m
  have hL : A ^ ((m : ℝ) / n) ≠ 0 := (Real.rpow_pos_of_pos hA _).ne'
  have hd0 : Tendsto (fun ε : ℝ => ε / k) (𝓝 0) (𝓝 (0 / k)) := tendsto_id.div_const k
  rw [zero_div] at hd0
  have hd : Tendsto (fun ε : ℝ => ε / k) (𝓝[>] 0) (𝓝[>] 0) := by
    refine tendsto_nhdsWithin_iff.2 ⟨hd0.mono_left nhdsWithin_le_nhds, ?_⟩
    filter_upwards [self_mem_nhdsWithin] with ε hε
    exact div_pos (Set.mem_Ioi.1 hε) hk
  -- both scaled costs have the same nonzero limit
  have h : Tendsto (fun ε : ℝ => k ^ ((m : ℝ) / n) *
      (((ε / k) ^ ((m : ℝ) / n) * (leastCardinal A n (ε / k) : ℝ) ^ m) /
        (ε ^ ((m : ℝ) / n) * (leastCardinal A n ε : ℝ) ^ m))) (𝓝[>] 0)
      (𝓝 (k ^ ((m : ℝ) / n) * (A ^ ((m : ℝ) / n) / A ^ ((m : ℝ) / n)))) :=
    ((hf.comp hd).div hf hL).const_mul _
  rw [div_self hL, mul_one] at h
  have key : ∀ a b Y Z : ℝ, a ≠ 0 → b ≠ 0 → Z ≠ 0 →
      b * ((a / b * Y) / (a * Z)) = Y / Z := by
    intro a b Y Z ha hb hZ
    field_simp
  refine h.congr' ?_
  filter_upwards [self_mem_nhdsWithin] with ε hε
  have hε' : 0 < ε := hε
  have hX : (leastCardinal A n ε : ℝ) ≠ 0 := by
    rw [leastCardinal_eq_ceil hA hn hε']
    exact_mod_cast (Nat.ceil_pos.2 (Real.rpow_pos_of_pos (div_pos hA hε') (1 / n))).ne'
  rw [Real.div_rpow hε'.le hk.le]
  exact key _ _ _ _ (Real.rpow_pos_of_pos hε' _).ne' (Real.rpow_pos_of_pos hk _).ne'
    (pow_ne_zero m hX)

end BasisSetCost
```

```lean
#print axioms BasisSetCost.tendsto_scaled_cost
-- 'BasisSetCost.tendsto_scaled_cost' depends on axioms: [propext, Classical.choice, Quot.sound]
#print axioms BasisSetCost.twelfth_power_cost
-- 'BasisSetCost.twelfth_power_cost' depends on axioms: [propext, Classical.choice, Quot.sound]
#print axioms BasisSetCost.tendsto_cost_ratio
-- 'BasisSetCost.tendsto_cost_ratio' depends on axioms: [propext, Classical.choice, Quot.sound]
```

## From the error inequality to the ratio of costs

`basisError_le_iff` is the first chain of equivalences. Its step `h1` clears the denominators, `hroot` records that the $n$-th power of $(A/\varepsilon)^{1/n}$ is $A/\varepsilon$, and `h2` uses the fact that the $n$-th power preserves order on nonnegative numbers.

`leastCardinal_eq_ceil` proves $X(\varepsilon) = \lceil x \rceil$ by two inequalities. The rounded-up number meets the target, so the least one is no larger. Conversely, the least one belongs to the set (`Nat.sInf_mem`), so it is at least $x$, and an integer that is at least $x$ is at least $\lceil x \rceil$.

`scaled_cardinal_bounds` multiplies $x \le \lceil x \rceil < x + 1$ by $\varepsilon^{1/n}$. The identity $\varepsilon^{1/n} x = A^{1/n}$ is the step `hs`.

In `tendsto_scaled_cost`, `h0` says that $\varepsilon^{1/n}$ tends to zero, which needs the exponent $1/n$ to be positive. The upper bound then tends to $A^{1/n}$ (`hup`), and `h1` is the squeeze between the two bounds. The line `h1.pow m` raises the limit to the $m$-th power, and the local `hroot` combines the exponents $1/n$ and $m$ into $m/n$. The final `congr'` step replaces the function by an equal one, and equality is needed only for positive `ε`.

`twelfth_power_cost` sets $m = 12$ with $n = 3$ and $n = 7$, and simplifies $12/3$ to 4.

For `tendsto_cost_ratio`, `hd` shows that $\varepsilon/k$ also tends to zero through positive values, so the main theorem applies to it as well. Dividing the two limits is legitimate because `hL` says that $A^{m/n}$ is not zero. The identity `key` then cancels the powers of $\varepsilon$ and $k$, as in the displayed formula for the ratio; it also needs $X(\varepsilon) \neq 0$, which follows from the rounded-up form.
